# The vibrating modes of a monatomic nearest-neighbour chain share one Grüneisen parameter

A program that computes Grüneisen parameters from third derivatives of the energy can lose a factor of 2 or a sign and still return plausible numbers. Without a case whose answer is known, such an error may go unnoticed. The chain below is such a case. For atoms at spacing $a$ that move only along the chain, with a pair potential $\phi$ between nearest neighbours and $\phi''(a)>0$, every mode of non-zero frequency $\omega$ has

$$\gamma=-\frac{a}{\omega}\frac{d\omega}{da}=-\frac{a\,\phi'''(a)}{2\phi''(a)} .$$

In density functional perturbation theory the third derivatives are those of the total energy, made up of the electronic ground-state energy and the repulsion between the nuclei; in this classical, one-dimensional model $\phi$ is given.

## The ring and its forces

```lean
import Mathlib

open Matrix Filter Topology

namespace ChainGruneisen

noncomputable section

variable {N : ℕ} [NeZero N]
```

`N` is the number of atoms, at least one. Atoms are labelled by `ZMod N`, the integers modulo $N$, so atom $N$ is atom $0$ again and the chain is periodic.

```lean
/-- Length of the bond between atoms `n` and `n + 1` of a ring with spacing `a` and
displacements `u`. -/
def bond (a : ℝ) (u : ZMod N → ℝ) (n : ZMod N) : ℝ := a + u (n + 1) - u n
```

The displacement $u_n$ is along the chain, and bond $n$ has length $\ell_n=a+u_{n+1}-u_n$. The spacing $a$ is imposed, so the chain may be under tension.

```lean
/-- Potential energy of the chain: the pair potential `φ` summed over all bonds. -/
def energy (φ : ℝ → ℝ) (a : ℝ) (u : ZMod N → ℝ) : ℝ := ∑ n, φ (bond a u n)
```

The potential energy is $E=\sum_n\phi(\ell_n)$.

```lean
/-- Force on atom `n`: the tension of its right bond minus that of its left bond. -/
def force (φ : ℝ → ℝ) (a : ℝ) (u : ZMod N → ℝ) (n : ZMod N) : ℝ :=
  deriv φ (bond a u n) - deriv φ (bond a u (n - 1))
```

`deriv φ` is $\phi'$. The force is $F_n=\phi'(\ell_n)-\phi'(\ell_{n-1})$, which is shown below to be $-\partial E/\partial u_n$.

```lean
/-- Dynamical matrix for mass `M ≠ 0`: minus the derivative of the force on atom `m` with
respect to the displacement of atom `n`, at the undisplaced chain, divided by `M`. -/
def dynMatrix (φ : ℝ → ℝ) (M a : ℝ) : Matrix (ZMod N) (ZMod N) ℝ := fun m n =>
  -deriv (fun t : ℝ => force φ a (t • (Pi.single n 1 : ZMod N → ℝ)) m) 0 / M
```

`Pi.single n 1` displaces atom $n$ by one unit and leaves the others in place. The definition therefore reads $D_{mn}=-\frac1M\,\partial F_m/\partial u_n$ at $u=0$, with $M$ the mass of each atom.

```lean
/-- The plane wave `exp(2πi j n / N)` on the ring. -/
def planeWave (j : ℤ) (n : ZMod N) : ℂ :=
  Complex.exp (2 * Real.pi * Complex.I * j * (n.val : ℂ) / N)
```

This is $\varepsilon_n=e^{2\pi i jn/N}$, where `n.val` is the representative of $n$ between $0$ and $N-1$. The wave number is $2\pi j/(Na)$; when $a$ changes, $j$ stays fixed.

```lean
/-- `w` is the frequency of mode `j` at spacing `a`: it is non-negative, and the plane wave
is an eigenvector of the dynamical matrix with eigenvalue `w ^ 2` (mass `M ≠ 0`). -/
def IsFrequency (N : ℕ) [NeZero N] (φ : ℝ → ℝ) (M : ℝ) (j : ℤ) (a w : ℝ) : Prop :=
  0 ≤ w ∧ (dynMatrix φ M a).map (fun x : ℝ => (x : ℂ)) *ᵥ (planeWave j : ZMod N → ℂ) =
    ((w ^ 2 : ℝ) : ℂ) • (planeWave j : ZMod N → ℂ)
```

A frequency is a number $w\ge0$ with $D\varepsilon=w^2\varepsilon$. The symbol `*ᵥ` is matrix times vector, and `map` turns the real entries into complex ones. No dispersion law is built in.

```lean
omit [NeZero N] in
/-- Rate of change of a differentiable function of one bond length when the atoms are
displaced along `v`. -/
theorem hasDerivAt_comp_bond {f : ℝ → ℝ} (a : ℝ) (u v : ZMod N → ℝ) (k : ZMod N)
    (hf : DifferentiableAt ℝ f (bond a u k)) :
    HasDerivAt (fun t : ℝ => f (bond a (u + t • v) k))
      (deriv f (bond a u k) * (v (k + 1) - v k)) 0 := by
  have key : ∀ g : ℝ → ℝ, g 0 = bond a u k → HasDerivAt g (v (k + 1) - v k) 0 →
      HasDerivAt (fun t => f (g t)) (deriv f (bond a u k) * (v (k + 1) - v k)) 0 := by
    intro g h0 hg
    have hf' := hf.hasDerivAt
    rw [← h0] at hf' ⊢
    exact hf'.comp 0 hg
  refine key (fun t => bond a (u + t • v) k) (by simp [bond]) ?_
  have h := ((hasDerivAt_id (0 : ℝ)).mul_const (v (k + 1) - v k)).const_add (bond a u k)
  have e : (fun t : ℝ => bond a (u + t • v) k) =
      fun t : ℝ => bond a u k + id t * (v (k + 1) - v k) := by
    funext t
    simp only [bond, Pi.add_apply, Pi.smul_apply, smul_eq_mul, id_eq]
    ring
  rw [e]
  exact h.congr_deriv (one_mul _)
```

A theorem in Lean lists its hypotheses, then after the colon its statement, then after `:=` its proof. `HasDerivAt g c 0` says that $g$ has derivative $c$ at $0$. Displacing the atoms along $v$ gives

$$\ell_k(t)=\ell_k+t\,(v_{k+1}-v_k),\qquad \frac{d}{dt}f(\ell_k(t))\Big|_0=f'(\ell_k)(v_{k+1}-v_k).$$

In the proof, `e` is the first formula and `key` is the chain rule.

```lean
/-- The forces are minus the gradient of the energy, if the potential is differentiable at
every bond length. -/
theorem energy_gradient {φ : ℝ → ℝ} (a : ℝ) (u v : ZMod N → ℝ)
    (hφ : ∀ n, DifferentiableAt ℝ φ (bond a u n)) :
    HasDerivAt (fun t : ℝ => energy φ a (u + t • v)) (-∑ n, force φ a u n * v n) 0 := by
  have h := HasDerivAt.fun_sum
    (fun n (_ : n ∈ Finset.univ) => hasDerivAt_comp_bond a u v n (hφ n))
  refine h.congr_deriv ?_
  -- relabel the left bonds by a translation of the ring
  have e := Equiv.sum_comp (Equiv.addRight (1 : ZMod N))
    (fun n => deriv φ (bond a u (n - 1)) * v n)
  simp only [Equiv.coe_addRight, add_sub_cancel_right] at e
  simp only [force, mul_sub, sub_mul, Finset.sum_sub_distrib]
  linarith
```

Summing the previous result over the bonds with $f=\phi$, and relabelling $n\to n-1$ in the first part, gives

$$\frac{dE}{dt}\Big|_0=\sum_n\phi'(\ell_n)(v_{n+1}-v_n)=\sum_n\big[\phi'(\ell_{n-1})-\phi'(\ell_n)\big]v_n=-\sum_nF_nv_n .$$

`Equiv.sum_comp` does the relabelling, which is allowed because a translation of the ring only permutes the atoms.

## From the dynamical matrix to the dispersion law

```lean
/-- The dynamical matrix sends `v` to the vector with entries
`(φ''(a) / M) * (2 v m - v (m + 1) - v (m - 1))`, if `φ'` is differentiable at `a`. -/
theorem dynMatrix_mulVec {φ : ℝ → ℝ} {a : ℝ} (M : ℝ)
    (hφ : DifferentiableAt ℝ (deriv φ) a) (v : ZMod N → ℂ) (m : ZMod N) :
    ((dynMatrix φ M a).map (fun x : ℝ => (x : ℂ)) *ᵥ v) m =
      ((deriv (deriv φ) a / M : ℝ) : ℂ) * (2 * v m - v (m + 1) - v (m - 1)) := by
  -- linearise the force
  have lin : ∀ w : ZMod N → ℝ, HasDerivAt (fun t : ℝ => force φ a (t • w) m)
      (deriv (deriv φ) a * (w (m + 1) + w (m - 1) - 2 * w m)) 0 := by
    intro w
    have hb : ∀ k : ZMod N, bond a 0 k = a := fun k => by simp [bond]
    have h := (hasDerivAt_comp_bond a 0 w m (by rw [hb]; exact hφ)).fun_sub
      (hasDerivAt_comp_bond a 0 w (m - 1) (by rw [hb]; exact hφ))
    simp only [zero_add, hb, sub_add_cancel] at h
    exact h.congr_deriv (by ring)
  have entry : ∀ n, ((dynMatrix φ M a m n : ℝ) : ℂ) * v n =
      ((deriv (deriv φ) a / M : ℝ) : ℂ) * (2 * (if m = n then v n else 0)
        - (if m + 1 = n then v n else 0) - (if m - 1 = n then v n else 0)) := by
    intro n
    unfold dynMatrix
    rw [(lin _).deriv]
    simp only [Pi.single_apply]
    split_ifs <;> push_cast <;> ring
  simp only [Matrix.mulVec, dotProduct, Matrix.map_apply]
  rw [Finset.sum_congr rfl (fun n _ => entry n), ← Finset.mul_sum,
    Finset.sum_sub_distrib, Finset.sum_sub_distrib, ← Finset.mul_sum]
  simp
```

At $u=0$ all bonds have length $a$. For a real displacement pattern $w$, the step `lin` finds

$$\frac{d}{dt}F_m(tw)\Big|_0=\phi''(a)\big[(w_{m+1}-w_m)-(w_m-w_{m-1})\big].$$

Inserting a unit displacement of atom $n$ gives the matrix elements in `entry`:

$$D_{mn}=\frac{\phi''(a)}{M}\big(2\delta_{m,n}-\delta_{m+1,n}-\delta_{m-1,n}\big).$$

Multiplying by $v_n$ and summing over $n$ gives the theorem. For $N=2$ both neighbours are the same atom, and the two couplings add.

```lean
/-- Moving by `s` sites multiplies the plane wave by the phase `exp(2πi j s / N)`. -/
theorem planeWave_shift (j : ℤ) (n : ZMod N) (s : ℤ) :
    planeWave j (n + (s : ZMod N)) = planeWave j n *
      Complex.exp (2 * Real.pi * Complex.I * ((j * s : ℤ) : ℂ) / N) := by
  have h : ∀ m : ZMod N, planeWave j m = ZMod.stdAddChar ((j : ZMod N) * m) := by
    intro m
    have e : (j : ZMod N) * m = ((j * (m.val : ℤ) : ℤ) : ZMod N) := by
      rw [Int.cast_mul, Int.cast_natCast, ZMod.natCast_zmod_val]
    rw [e, ZMod.stdAddChar_coe]
    unfold planeWave
    congr 1
    rw [Int.cast_mul, Int.cast_natCast]
    ring
  have hs := ZMod.stdAddChar_coe (N := N) (j * s)
  rw [h, h, mul_add, AddChar.map_add_eq_mul, ← hs, Int.cast_mul]
```

A shift by $s$ sites multiplies $\varepsilon_n$ by $e^{2\pi ijs/N}$. This also holds across the seam of the ring, where the representative jumps by $N$, since $e^{2\pi ij}=1$. The proof identifies the wave with Mathlib's `ZMod.stdAddChar`, a function that turns sums into products.

```lean
/-- Dispersion law: the plane wave is an eigenvector of the dynamical matrix with eigenvalue
`4 φ''(a) sin²(πj/N) / M`, if `φ'` is differentiable at `a`. -/
theorem dispersion {φ : ℝ → ℝ} {a : ℝ} (M : ℝ) (j : ℤ)
    (hφ : DifferentiableAt ℝ (deriv φ) a) :
    (dynMatrix φ M a).map (fun x : ℝ => (x : ℂ)) *ᵥ (planeWave j : ZMod N → ℂ) =
      ((4 * deriv (deriv φ) a * Real.sin (Real.pi * j / N) ^ 2 / M : ℝ) : ℂ) •
        (planeWave j : ZMod N → ℂ) := by
  ext m
  have h1 : planeWave j (m + 1) = planeWave j m *
      Complex.exp (2 * ((Real.pi * j / N : ℝ) : ℂ) * Complex.I) := by
    have h := planeWave_shift j m 1
    rw [Int.cast_one] at h
    rw [h]
    congr 2
    push_cast
    ring
  have h2 : planeWave j (m - 1) = planeWave j m *
      Complex.exp (-(2 * ((Real.pi * j / N : ℝ) : ℂ)) * Complex.I) := by
    have e : m - 1 = m + ((-1 : ℤ) : ZMod N) := by
      push_cast
      ring
    rw [e, planeWave_shift]
    congr 2
    push_cast
    ring
  rw [dynMatrix_mulVec M hφ, h1, h2, Pi.smul_apply, smul_eq_mul]
  simp only [Complex.ofReal_div, Complex.ofReal_mul, Complex.ofReal_pow, Complex.ofReal_sin,
    Complex.ofReal_ofNat]
  generalize (Real.pi : ℂ) * ((j : ℝ) : ℂ) / ((N : ℝ) : ℂ) = x
  -- the two neighbour phases add up to `2 cos 2x = 2 - 4 sin² x`
  have h3 : Complex.exp (2 * x * Complex.I) + Complex.exp (-(2 * x) * Complex.I) =
      2 * Complex.cos (2 * x) := by
    rw [Complex.cos]
    ring
  have h4 := Complex.cos_two_mul x
  have h5 := Complex.sin_sq_add_cos_sq x
  linear_combination
    (-((deriv (deriv φ) a : ℝ) : ℂ) / (M : ℂ) * planeWave j m) * (h3 + 2 * h4 + 4 * h5)
```

Put $x=\pi j/N$. The neighbours of atom $m$ carry the phases $e^{\pm2ix}$ (`h1`, `h2`), so

$$(D\varepsilon)_m=\frac{\phi''(a)}{M}\big(2-e^{2ix}-e^{-2ix}\big)\varepsilon_m=\frac{\phi''(a)}{M}(2-2\cos2x)\,\varepsilon_m=\frac{4\phi''(a)\sin^2x}{M}\,\varepsilon_m .$$

`h3` is the sum of the phases, `h4` the double-angle formula and `h5` the identity $\sin^2x+\cos^2x=1$. `linear_combination` puts them together.

```lean
/-- For `M > 0` and `φ''(a) ≥ 0`, with `φ'` differentiable at `a`, mode `j` has exactly one
frequency, the square root of `4 φ''(a) sin²(πj/N) / M`. -/
theorem isFrequency_iff {φ : ℝ → ℝ} {M a w : ℝ} (j : ℤ) (hM : 0 < M)
    (hφ : DifferentiableAt ℝ (deriv φ) a) (hk : 0 ≤ deriv (deriv φ) a) :
    IsFrequency N φ M j a w ↔
      w = √(4 * deriv (deriv φ) a * Real.sin (Real.pi * j / N) ^ 2 / M) := by
  unfold IsFrequency
  rw [dispersion M j hφ]
  constructor
  · rintro ⟨h0, h⟩
    have h1 := congrFun h 0
    have hz : planeWave j (0 : ZMod N) = 1 := by simp [planeWave]
    simp only [Pi.smul_apply, smul_eq_mul, hz, mul_one] at h1
    rw [Complex.ofReal_injective h1, Real.sqrt_sq h0]
  · rintro rfl
    exact ⟨Real.sqrt_nonneg _, by rw [Real.sq_sqrt (by positivity)]⟩
```

Call the eigenvalue $\lambda$. At atom $0$ the plane wave equals $1$, so the eigenvector equation there reads $w^2=\lambda$, and $w\ge0$ leaves only $w=\sqrt\lambda$. Conversely, $\lambda\ge0$, so $\sqrt\lambda$ squares to $\lambda$ and is a frequency.

## The mode factor cancels

```lean
/-- Grüneisen parameter of the chain: for `a, M, φ''(a) > 0`, `φ` of class C³ on positive
distances and `j` not divisible by `N`, the frequency `ω` of mode `j` is positive and
differentiable in the spacing, and `-a ω'(a)/ω(a) = -a φ'''(a) / (2 φ''(a))`. -/
theorem gruneisen {φ ω : ℝ → ℝ} {M a : ℝ} {j : ℤ} (hφ : ContDiffOn ℝ 3 φ (Set.Ioi 0))
    (ha : 0 < a) (hM : 0 < M) (hk : 0 < deriv (deriv φ) a) (hj : ¬ (N : ℤ) ∣ j)
    (hω : ∀ᶠ b in 𝓝 a, IsFrequency N φ M j b (ω b)) :
    0 < ω a ∧ DifferentiableAt ℝ ω a ∧
      -a * deriv ω a / ω a = -a * deriv (deriv (deriv φ)) a / (2 * deriv (deriv φ) a) := by
  have c1 : ContDiffOn ℝ 2 (deriv φ) (Set.Ioi 0) :=
    hφ.deriv_of_isOpen isOpen_Ioi (by norm_num)
  have c2 : ContDiffOn ℝ 1 (deriv (deriv φ)) (Set.Ioi 0) :=
    c1.deriv_of_isOpen isOpen_Ioi (by norm_num)
  have d2 : DifferentiableAt ℝ (deriv (deriv φ)) a :=
    (c2.differentiableOn (by norm_num)).differentiableAt (Ioi_mem_nhds ha)
  -- a mode not divisible by `N` has a non-zero sine
  have hs : Real.sin (Real.pi * j / N) ≠ 0 := by
    intro h
    obtain ⟨k, hk'⟩ := Real.sin_eq_zero_iff.mp h
    have hN : (N : ℝ) ≠ 0 := Nat.cast_ne_zero.mpr (NeZero.ne N)
    rw [eq_div_iff hN] at hk'
    have h1 : (j : ℝ) = N * k :=
      mul_left_cancel₀ Real.pi_ne_zero (by linear_combination -hk')
    exact hj ⟨k, by exact_mod_cast h1⟩
  -- near `a` the frequency follows the dispersion law
  have hev : ω =ᶠ[𝓝 a]
      fun b => √(4 * deriv (deriv φ) b * Real.sin (Real.pi * j / N) ^ 2 / M) := by
    filter_upwards [hω, Ioi_mem_nhds ha, d2.continuousAt.eventually (Ioi_mem_nhds hk)]
      with b h1 h2 h3
    exact (isFrequency_iff j hM ((c1.differentiableOn (by norm_num)).differentiableAt
      (Ioi_mem_nhds h2)) (le_of_lt h3)).mp h1
  have hpos : 0 < 4 * deriv (deriv φ) a * Real.sin (Real.pi * j / N) ^ 2 / M := by positivity
  have hd := ((((d2.hasDerivAt.const_mul 4).mul_const
    (Real.sin (Real.pi * j / N) ^ 2)).div_const M).sqrt hpos.ne').congr_of_eventuallyEq hev
  have e : ∀ X r : ℝ, -a * (X / (2 * r)) / r = -a * X / (2 * (r * r)) := by
    intro X r
    ring
  -- the mode-dependent factor cancels
  have cancel : ∀ k t s : ℝ, k ≠ 0 → s ≠ 0 →
      -a * (4 * t * s ^ 2 / M) / (2 * (4 * k * s ^ 2 / M)) = -a * t / (2 * k) := by
    intro k t s h1 h2
    field_simp
  refine ⟨by rw [hev.eq_of_nhds]; exact Real.sqrt_pos.mpr hpos, hd.differentiableAt, ?_⟩
  rw [hd.deriv, hev.eq_of_nhds, e, Real.mul_self_sqrt hpos.le]
  exact cancel _ _ _ hk.ne' hs
```

`ContDiffOn ℝ 3 φ (Set.Ioi 0)` says that $\phi$ is of class $C^3$ on $(0,\infty)$; it may diverge at zero distance. The hypothesis `hω` says that $\omega(b)$ is the frequency of mode $j$ for all spacings $b$ in some neighbourhood of $a$. The conclusion has three parts: $\omega(a)>0$, $\omega$ is differentiable at $a$, and the formula for $\gamma$ holds.

Let $s=\sin(\pi j/N)$. If $s$ were zero, $j/N$ would be an integer, which `hj` excludes; this is `hs`. Since $\phi''$ is continuous, it stays positive near $a$, so the dispersion law gives (`hev`)

$$\omega(b)=\sqrt{4\phi''(b)s^2/M}.$$

Differentiating the root (`hd`) and dividing by $\omega$ gives

$$\omega'(a)=\frac{4\phi'''(a)s^2/M}{2\omega(a)},\qquad \frac{\omega'(a)}{\omega(a)}=\frac{4\phi'''(a)s^2/M}{2\cdot4\phi''(a)s^2/M}=\frac{\phi'''(a)}{2\phi''(a)} .$$

The factor $-a$ completes the result. `e` collects the two factors of $\omega$, and `cancel` removes $s^2$ and $M$. The cancellation relies on there being a single force constant: with second neighbours, $\gamma$ would in general depend on $j$.

The case $\phi''(a)=0$ has to be excluded. Take $\phi(r)=(r-a)^4$, so that $\phi''(b)=12(b-a)^2$ and

$$\omega(b)=4\sqrt{3/M}\;|s|\,|b-a| .$$

This frequency vanishes at $b=a$ and has a kink there, so neither positivity nor differentiability survives.

## A Morse chain at its minimum

```lean
/-- Morse potential. For `D > 0` and `α > 0` it has depth `D`, inverse width `α` and its minimum at
`r₀`. -/
def morse (D α r₀ r : ℝ) : ℝ := D * (1 - Real.exp (-α * (r - r₀))) ^ 2
```

The minimum stays at $r_0$ if $\alpha$ is negative, so the last theorem allows any $\alpha\neq0$. The letter $D$ now stands for this parameter of the potential, no longer for the dynamical matrix.

```lean
/-- Second and third derivatives of the Morse potential at `r₀`: `2Dα²` and `-6Dα³`. -/
theorem morse_derivs (D α r₀ : ℝ) :
    deriv (deriv (morse D α r₀)) r₀ = 2 * D * α ^ 2 ∧
      deriv (deriv (deriv (morse D α r₀))) r₀ = -6 * D * α ^ 3 := by
  have step : ∀ c p q : ℝ, deriv (fun r => c + p * Real.exp (-α * (r - r₀)) +
      q * (Real.exp (-α * (r - r₀)) * Real.exp (-α * (r - r₀)))) =
      fun r => 0 + (-α * p) * Real.exp (-α * (r - r₀)) +
        (-2 * α * q) * (Real.exp (-α * (r - r₀)) * Real.exp (-α * (r - r₀))) := by
    intro c p q
    funext r
    have hE : HasDerivAt (fun r => Real.exp (-α * (r - r₀)))
        (Real.exp (-α * (r - r₀)) * (-α)) r :=
      (((hasDerivAt_id r).sub_const r₀).const_mul (-α)).exp.congr_deriv (by simp)
    have h := ((hE.const_mul p).const_add c).fun_add ((hE.fun_mul hE).const_mul q)
    refine HasDerivAt.deriv (h.congr_deriv ?_)
    ring
  have h0 : morse D α r₀ = fun r => D + (-2 * D) * Real.exp (-α * (r - r₀)) +
      D * (Real.exp (-α * (r - r₀)) * Real.exp (-α * (r - r₀))) := by
    funext r
    unfold morse
    ring
  rw [h0, step, step, step]
  constructor <;> simp only [sub_self, mul_zero, Real.exp_zero] <;> ring
```

With $E=e^{-\alpha(r-r_0)}$, now an exponential and not the energy, the potential is $D-2DE+DE^2$. Each derivative multiplies $E$ by $-\alpha$ and $E^2$ by $-2\alpha$, which is what `step` states. Hence

$$\phi''=-2D\alpha^2E+4D\alpha^2E^2,\qquad \phi'''=2D\alpha^3E-8D\alpha^3E^2 ,$$

and at $r_0$, where $E=1$, these are $2D\alpha^2$ and $-6D\alpha^3$.

```lean
/-- A Morse chain with `D, M, r₀ > 0` and `α ≠ 0`, at spacing `r₀`, has Grüneisen parameter
`3αr₀/2` in every mode `j` not divisible by `N`. -/
theorem gruneisen_morse {D α r₀ M : ℝ} {ω : ℝ → ℝ} {j : ℤ} (hD : 0 < D) (hα : α ≠ 0)
    (hr : 0 < r₀) (hM : 0 < M) (hj : ¬ (N : ℤ) ∣ j)
    (hω : ∀ᶠ b in 𝓝 r₀, IsFrequency N (morse D α r₀) M j b (ω b)) :
    -r₀ * deriv ω r₀ / ω r₀ = 3 * α * r₀ / 2 := by
  obtain ⟨h2, h3⟩ := morse_derivs D α r₀
  have hc : ContDiff ℝ 3 (morse D α r₀) := by
    unfold morse
    fun_prop
  have h := (gruneisen hc.contDiffOn hr hM (by rw [h2]; positivity) hj hω).2.2
  rw [h, h2, h3, div_eq_div_iff (by positivity) (by norm_num)]
  ring

end

end ChainGruneisen
```

Inserting both values into the general formula gives

$$\gamma=-\frac{r_0(-6D\alpha^3)}{2\cdot2D\alpha^2}=\frac{3\alpha r_0}{2}.$$

The parameter $D$ drops out. For the usual sign $\alpha>0$ the parameter is positive: stretching the chain lowers its frequencies. A lattice-dynamics code should return this value for the longitudinal modes of the chain, for every $j$ not divisible by $N$, if only nearest neighbours interact and only the length along the chain is varied. A code that strains all three directions equally and differentiates with respect to the volume should return a third of it.

```lean
#print axioms ChainGruneisen.energy_gradient
#print axioms ChainGruneisen.gruneisen_morse
```

```
'ChainGruneisen.energy_gradient' depends on axioms: [propext, Classical.choice, Quot.sound]
'ChainGruneisen.gruneisen_morse' depends on axioms: [propext, Classical.choice, Quot.sound]
```
